# The action of L·S on a p spin-orbital in Cartesian components

The theorem `pSpinOrbit_action` gives the six components of L·S applied to a p spin-orbital `v`, which is written as one two-component spinor for each of the Cartesian directions x, y and z. The operator is built from the 3 × 3 orbital matrices and half the Pauli matrices, in units where ħ = 1 and with no radial factor or coupling constant, and `v` is arbitrary and need not be normalised. The attempt first shows, one Cartesian direction at a time, that L·S acts as i/2 times the cross product of the Pauli matrices with `v`. It then reads off the spin components from `pauli_action`, using i² = −1 where needed.

The failing Lean file:

```lean
import Mathlib

open Matrix Complex ComplexConjugate

namespace CoreLevelBranching

noncomputable section

/-- A spin-1/2 spinor. -/
abbrev Spinor := Fin 2 → ℂ

/-- A p spin-orbital: one spinor for each Cartesian component. -/
abbrev PState := Fin 3 → Spinor

/-- The three Pauli matrices. -/
def pauli : Fin 3 → Matrix (Fin 2) (Fin 2) ℂ :=
  ![!![0, 1; 1, 0], !![0, -I; I, 0], !![1, 0; 0, -1]]

/-- The orbital angular momentum matrices acting on Cartesian vectors. -/
def orbital : Fin 3 → Matrix (Fin 3) (Fin 3) ℂ :=
  ![!![0, 0, 0; 0, 0, -I; 0, I, 0], !![0, 0, I; 0, 0, 0; -I, 0, 0],
    !![0, -I, 0; I, 0, 0; 0, 0, 0]]

/-- The operator L·S on p spin-orbitals. -/
def pSpinOrbit (v : PState) : PState := fun a =>
  (1 / 2 : ℂ) • ∑ c, ∑ d, orbital c a d • (pauli c *ᵥ v d)

/-- The action of the three Pauli matrices on a spinor, in components. -/
theorem pauli_action (u : Spinor) :
    (pauli 0 *ᵥ u) 0 = u 1 ∧ (pauli 0 *ᵥ u) 1 = u 0 ∧
    (pauli 1 *ᵥ u) 0 = -(I * u 1) ∧ (pauli 1 *ᵥ u) 1 = I * u 0 ∧
    (pauli 2 *ᵥ u) 0 = u 0 ∧ (pauli 2 *ᵥ u) 1 = -u 1 := by
  refine ⟨?_, ?_, ?_, ?_, ?_, ?_⟩ <;>
    simp [pauli, Matrix.mulVec, dotProduct, Fin.sum_univ_two]

/-- The action of L·S on a p spin-orbital, in components. -/
theorem pSpinOrbit_action (v : PState) :
    pSpinOrbit v 0 0 = (v 2 1 - I * v 1 0) / 2 ∧
    pSpinOrbit v 0 1 = (-v 2 0 + I * v 1 1) / 2 ∧
    pSpinOrbit v 1 0 = I * (v 0 0 - v 2 1) / 2 ∧
    pSpinOrbit v 1 1 = I * (-v 0 1 - v 2 0) / 2 ∧
    pSpinOrbit v 2 0 = (I * v 1 1 - v 0 1) / 2 ∧
    pSpinOrbit v 2 1 = (I * v 1 0 + v 0 0) / 2 := by
  -- L·S is i/2 times the cross product of σ with v
  have h0 : pSpinOrbit v 0 = (I / 2) • (pauli 1 *ᵥ v 2 - pauli 2 *ᵥ v 1) := by
    simp [pSpinOrbit, orbital, Fin.sum_univ_three]
    module
  have h1 : pSpinOrbit v 1 = (I / 2) • (pauli 2 *ᵥ v 0 - pauli 0 *ᵥ v 2) := by
    simp [pSpinOrbit, orbital, Fin.sum_univ_three]
    module
  have h2 : pSpinOrbit v 2 = (I / 2) • (pauli 0 *ᵥ v 1 - pauli 1 *ᵥ v 0) := by
    simp [pSpinOrbit, orbital, Fin.sum_univ_three]
    module
  simp only [h0, h1, h2, Pi.smul_apply, Pi.sub_apply, smul_eq_mul, pauli_action]
  refine ⟨?_, ?_, ?_, ?_, ?_, ?_⟩
  · linear_combination (-(v 2 1) / 2) * I_sq
  · linear_combination (v 2 0 / 2) * I_sq
  · ring
  · ring
  · linear_combination (v 0 1 / 2) * I_sq
  · linear_combination (-(v 0 0) / 2) * I_sq

end

end CoreLevelBranching
```

Lean reports:

```
Main.lean:47:4: error: goal 2⁻¹ * (I * (pauli 1 0 0 * v 2 0 + pauli 1 0 1 * v 2 1) + -(I * (pauli 2 0 0 * v 1 0 + pauli 2 0 1 * v 1 1))) =
    I / 2 * (pauli 1 0 0 * v 2 0 + pauli 1 0 1 * v 2 1 - (pauli 2 0 0 * v 1 0 + pauli 2 0 1 * v 1 1)) ∧
  2⁻¹ * (I * (pauli 1 1 0 * v 2 0 + pauli 1 1 1 * v 2 1) + -(I * (pauli 2 1 0 * v 1 0 + pauli 2 1 1 * v 1 1))) =
    I / 2 * (pauli 1 1 0 * v 2 0 + pauli 1 1 1 * v 2 1 - (pauli 2 1 0 * v 1 0 + pauli 2 1 1 * v 1 1)) is not an equality
Main.lean:50:4: error: goal 2⁻¹ * (-(I * (pauli 0 0 0 * v 2 0 + pauli 0 0 1 * v 2 1)) + I * (pauli 2 0 0 * v 0 0 + pauli 2 0 1 * v 0 1)) =
    I / 2 * (pauli 2 0 0 * v 0 0 + pauli 2 0 1 * v 0 1 - (pauli 0 0 0 * v 2 0 + pauli 0 0 1 * v 2 1)) ∧
  2⁻¹ * (-(I * (pauli 0 1 0 * v 2 0 + pauli 0 1 1 * v 2 1)) + I * (pauli 2 1 0 * v 0 0 + pauli 2 1 1 * v 0 1)) =
    I / 2 * (pauli 2 1 0 * v 0 0 + pauli 2 1 1 * v 0 1 - (pauli 0 1 0 * v 2 0 + pauli 0 1 1 * v 2 1)) is not an equality
Main.lean:53:4: error: goal 2⁻¹ * (I * (pauli 0 0 0 * v 1 0 + pauli 0 0 1 * v 1 1) + -(I * (pauli 1 0 0 * v 0 0 + pauli 1 0 1 * v 0 1))) =
    I / 2 * (pauli 0 0 0 * v 1 0 + pauli 0 0 1 * v 1 1 - (pauli 1 0 0 * v 0 0 + pauli 1 0 1 * v 0 1)) ∧
  2⁻¹ * (I * (pauli 0 1 0 * v 1 0 + pauli 0 1 1 * v 1 1) + -(I * (pauli 1 1 0 * v 0 0 + pauli 1 1 1 * v 0 1))) =
    I / 2 * (pauli 0 1 0 * v 1 0 + pauli 0 1 1 * v 1 1 - (pauli 1 1 0 * v 0 0 + pauli 1 1 1 * v 0 1)) is not an equality
```

Fix (accepted with no message):

```diff
@@ -45,11 +45,11 @@
   have h0 : pSpinOrbit v 0 = (I / 2) • (pauli 1 *ᵥ v 2 - pauli 2 *ᵥ v 1) := by
     simp [pSpinOrbit, orbital, Fin.sum_univ_three]
-    module
+    constructor <;> ring
   have h1 : pSpinOrbit v 1 = (I / 2) • (pauli 2 *ᵥ v 0 - pauli 0 *ᵥ v 2) := by
     simp [pSpinOrbit, orbital, Fin.sum_univ_three]
-    module
+    constructor <;> ring
   have h2 : pSpinOrbit v 2 = (I / 2) • (pauli 0 *ᵥ v 1 - pauli 1 *ᵥ v 0) := by
     simp [pSpinOrbit, orbital, Fin.sum_univ_three]
-    module
+    constructor <;> ring
   simp only [h0, h1, h2, Pi.smul_apply, Pi.sub_apply, smul_eq_mul, pauli_action]
   refine ⟨?_, ?_, ?_, ?_, ?_, ?_⟩
```

Diagnosis. The three errors are the same, one for each of `h0`, `h1` and `h2`. Each of these states an equality of two spinors, and `module` was meant to prove it as an identity between vectors. But the `simp` before it had already gone further than that. It wrote out the matrix-vector products entry by entry and turned the equality of spinors into two equalities of complex numbers, one for each spin component, joined by `∧`. `module` only proves equalities, so it rejected the conjunction with "is not an equality".

The identities themselves were sound. In the repair, `constructor` splits the conjunction into its two halves, and `<;> ring` runs `ring` on both. Each half only asks for the factors `I` and 1/2 to be distributed over a difference and the terms reordered, which `ring` can do without knowing the values of the Pauli entries or that i² = −1. The same change is made in all three places, and the rest of the proof stays as it was.
